# A sharp cutoff leaves a photon mass term in the one-loop vacuum polarization of a massive fermion

In one Euclidean spacetime dimension, the vacuum polarization loop of a fermion of mass m > 0 at zero photon momentum has, up to constant factors and with loop momentum k, the integrand (m² − k²)/(k² + m²)², which is the derivative of k/(k² + m²), so an integral over k from 0 to a cutoff L > 0 leaves L/(L² + m²) and not zero. In d Euclidean spacetime dimensions the same mechanism leaves, up to such factors, L^d/(d(L² + m²)), a photon mass term that conflicts with current conservation.

```lean
import Mathlib

open Matrix Filter
open scoped Topology

namespace SharpCutoffPhotonMass

noncomputable section

/-- Euclidean one-loop vacuum polarization integrand at zero external momentum, up to the coupling,
sign and Dirac trace factors, for loop momentum `k` and fermion mass `m` (domain: `k² + m² ≠ 0`). -/
def loopTensor {d : ℕ} (m : ℝ) (k : Fin d → ℝ) : Matrix (Fin d) (Fin d) ℝ :=
  Matrix.of fun μ ν =>
    ((if μ = ν then 1 else 0) * (k ⬝ᵥ k + m ^ 2) - 2 * k μ * k ν) / (k ⬝ᵥ k + m ^ 2) ^ 2

/-- Coefficient of the unit tensor after the replacement of `k_μ k_ν` by `k² δ_μν / d`, at
radial momentum `r` (domain: `d > 0` and `r² + m² ≠ 0`). -/
def isoCoeff (d : ℕ) (m r : ℝ) : ℝ :=
  ((1 - 2 / (d : ℝ)) * r ^ 2 + m ^ 2) / (r ^ 2 + m ^ 2) ^ 2

/-- The photon mass coefficient in `d > 0` dimensions for `m ≠ 0`: the radial loop integral cut off
sharply at `L`, without the solid angle, coupling, sign and Dirac trace factors. -/
def cutoffMass (d : ℕ) (m L : ℝ) : ℝ :=
  ∫ r in (0 : ℝ)..L, r ^ (d - 1) * isoCoeff d m r

/-- The loop momentum `k` displaced by `t` along the axis `μ`. -/
def shift {d : ℕ} (k : Fin d → ℝ) (μ : Fin d) (t : ℝ) : Fin d → ℝ :=
  k + t • Pi.single μ (1 : ℝ)

/-- For `m > 0` the loop integrand is a total derivative: its `μν` component is the derivative
of `k_ν / (k² + m²)` in the direction `μ`. -/
theorem loopTensor_total_derivative {d : ℕ} {m : ℝ} (hm : 0 < m) (k : Fin d → ℝ)
    (μ ν : Fin d) :
    HasDerivAt (fun t : ℝ => shift k μ t ν / (shift k μ t ⬝ᵥ shift k μ t + m ^ 2))
      (loopTensor m k μ ν) 0 := by
  have hK : 0 ≤ k ⬝ᵥ k := Finset.sum_nonneg fun i _ => mul_self_nonneg (k i)
  have hden : ∀ t : ℝ, shift k μ t ⬝ᵥ shift k μ t + m ^ 2
      = (k ⬝ᵥ k + m ^ 2) + 2 * k μ * t + t ^ 2 := by
    intro t
    simp only [shift, add_dotProduct, dotProduct_add, smul_dotProduct, dotProduct_smul,
      single_dotProduct, dotProduct_single, smul_eq_mul, Pi.add_apply, Pi.smul_apply,
      Pi.single_eq_same]
    ring
  have hnum : ∀ t : ℝ, shift k μ t ν = k ν + t * (if μ = ν then 1 else 0) := by
    intro t
    by_cases h : μ = ν
    · subst h
      simp [shift]
    · simp [shift, h, Ne.symm h]
  simp only [hden, hnum, loopTensor, Matrix.of_apply]
  generalize (if μ = ν then (1 : ℝ) else 0) = c
  -- quotient rule along the line through `k`
  have hn : HasDerivAt (fun t : ℝ => k ν + t * c) c 0 :=
    (((hasDerivAt_id' (0 : ℝ)).mul_const c).const_add (k ν)).congr_deriv (one_mul c)
  have hd : HasDerivAt (fun t : ℝ => (k ⬝ᵥ k + m ^ 2) + 2 * k μ * t + t ^ 2) (2 * k μ) 0 :=
    ((((hasDerivAt_id' (0 : ℝ)).const_mul (2 * k μ)).const_add (k ⬝ᵥ k + m ^ 2)).fun_add
      ((hasDerivAt_id' (0 : ℝ)).fun_pow 2)).congr_deriv (by simp)
  have h0 : (k ⬝ᵥ k + m ^ 2) + 2 * k μ * 0 + (0 : ℝ) ^ 2 ≠ 0 := by
    have : 0 < k ⬝ᵥ k + m ^ 2 := by positivity
    simpa using this.ne'
  refine (hn.fun_div hd h0).congr_deriv ?_
  simp only [mul_zero, zero_mul, add_zero, ne_eq, OfNat.ofNat_ne_zero, not_false_eq_true,
    zero_pow]
  ring

/-- In `d > 0` dimensions the trace of the loop integrand is `d` times the isotropic
coefficient at radius `r`, where `r² = k²`. -/
theorem trace_loopTensor {d : ℕ} (hd : 0 < d) (m r : ℝ) (k : Fin d → ℝ)
    (hr : k ⬝ᵥ k = r ^ 2) :
    (loopTensor m k).trace = d * isoCoeff d m r := by
  have hD : (d : ℝ) ≠ 0 := by exact_mod_cast hd.ne'
  have hs : ∑ μ, 2 * k μ * k μ = 2 * r ^ 2 := by
    rw [← hr]
    simp only [dotProduct, Finset.mul_sum, mul_assoc]
  have h2 : (d : ℝ) * (2 / d) = 2 := by field_simp
  simp only [Matrix.trace, Matrix.diag_apply, loopTensor, Matrix.of_apply, eq_self, if_true,
    isoCoeff, hr]
  rw [← Finset.sum_div, Finset.sum_sub_distrib, hs, ← mul_div_assoc]
  simp only [Finset.sum_const, Finset.card_univ, Fintype.card_fin, nsmul_eq_mul]
  congr 1
  linear_combination r ^ 2 * h2

/-- For `d > 0` and `m > 0` the radial integrand is the derivative of
`r^d / (d (r² + m²))`. -/
theorem hasDerivAt_surface {d : ℕ} (hd : 0 < d) {m : ℝ} (hm : 0 < m) (r : ℝ) :
    HasDerivAt (fun r : ℝ => r ^ d / ((d : ℝ) * (r ^ 2 + m ^ 2)))
      (r ^ (d - 1) * isoCoeff d m r) r := by
  have hD : (d : ℝ) ≠ 0 := by exact_mod_cast hd.ne'
  have hq : r ^ 2 + m ^ 2 ≠ 0 := by positivity
  have hden : HasDerivAt (fun r : ℝ => (d : ℝ) * (r ^ 2 + m ^ 2)) ((d : ℝ) * (2 * r)) r :=
    (((hasDerivAt_pow 2 r).add_const (m ^ 2)).const_mul (d : ℝ)).congr_deriv (by simp)
  refine ((hasDerivAt_pow d r).fun_div hden (mul_ne_zero hD hq)).congr_deriv ?_
  have hp : r ^ d = r ^ (d - 1) * r := by
    rw [← pow_succ, Nat.sub_add_cancel hd]
  rw [hp, isoCoeff]
  generalize r ^ (d - 1) = p
  field_simp
  ring

/-- For `d > 0` and `m > 0` the sharp cutoff leaves exactly the surface term
`L^d / (d (L² + m²))`. -/
theorem cutoffMass_eq {d : ℕ} (hd : 0 < d) {m : ℝ} (hm : 0 < m) (L : ℝ) :
    cutoffMass d m L = L ^ d / ((d : ℝ) * (L ^ 2 + m ^ 2)) := by
  have hc : Continuous fun r : ℝ => r ^ (d - 1) * isoCoeff d m r := by
    unfold isoCoeff
    exact (continuous_pow (d - 1)).mul
      (Continuous.div (by fun_prop) (by fun_prop) (fun r => by positivity))
  rw [cutoffMass, intervalIntegral.integral_eq_sub_of_hasDerivAt
    (fun r _ => hasDerivAt_surface hd hm r) (hc.intervalIntegrable 0 L)]
  simp [hd.ne']

/-- In four dimensions, for `m, L > 0`, the cutoff integral equals `L⁴ / (4 (L² + m²))`, and
it is positive. -/
theorem cutoffMass_four {m L : ℝ} (hm : 0 < m) (hL : 0 < L) :
    (∫ k in (0 : ℝ)..L, k ^ 3 * (k ^ 2 / 2 + m ^ 2) / (k ^ 2 + m ^ 2) ^ 2)
        = L ^ 4 / (4 * (L ^ 2 + m ^ 2)) ∧
      0 < ∫ k in (0 : ℝ)..L, k ^ 3 * (k ^ 2 / 2 + m ^ 2) / (k ^ 2 + m ^ 2) ^ 2 := by
  have h : (∫ k in (0 : ℝ)..L, k ^ 3 * (k ^ 2 / 2 + m ^ 2) / (k ^ 2 + m ^ 2) ^ 2)
      = cutoffMass 4 m L := by
    refine intervalIntegral.integral_congr fun k _ => ?_
    show k ^ 3 * (k ^ 2 / 2 + m ^ 2) / (k ^ 2 + m ^ 2) ^ 2
      = k ^ 3 * (((1 - 2 / ((4 : ℕ) : ℝ)) * k ^ 2 + m ^ 2) / (k ^ 2 + m ^ 2) ^ 2)
    push_cast
    ring
  rw [h, cutoffMass_eq (by norm_num) hm]
  push_cast
  exact ⟨rfl, by positivity⟩

/-- In `n + 2` dimensions, for `m > 0`, the coefficient divided by `L^n` tends to `1/(n + 2)`
as the cutoff `L` is removed. -/
theorem cutoffMass_growth (n : ℕ) {m : ℝ} (hm : 0 < m) :
    Tendsto (fun L : ℝ => cutoffMass (n + 2) m L / L ^ n) atTop (𝓝 (1 / ((n : ℝ) + 2))) := by
  have h0 : Tendsto (fun L : ℝ => m ^ 2 / (L ^ 2 + m ^ 2)) atTop (𝓝 0) :=
    (tendsto_atTop_add_const_right atTop (m ^ 2)
      (tendsto_pow_atTop two_ne_zero)).const_div_atTop (m ^ 2)
  have h1 : Tendsto (fun L : ℝ => 1 / ((n : ℝ) + 2) * (1 - m ^ 2 / (L ^ 2 + m ^ 2))) atTop
      (𝓝 (1 / ((n : ℝ) + 2))) := by
    simpa using (h0.const_sub 1).const_mul (1 / ((n : ℝ) + 2))
  refine h1.congr' ?_
  filter_upwards [eventually_gt_atTop (0 : ℝ)] with L hL
  have hq : L ^ 2 + m ^ 2 ≠ 0 := by positivity
  have hs : 1 - m ^ 2 / (L ^ 2 + m ^ 2) = L ^ 2 / (L ^ 2 + m ^ 2) := by
    rw [eq_div_iff hq, sub_mul, div_mul_cancel₀ _ hq]
    ring
  rw [cutoffMass_eq (by omega) hm, hs, pow_add]
  push_cast
  field_simp

/-- For `d, m, L > 0` and an invertible metric `g`, the cutoff tensor `C g` annihilates a
momentum `q` only if `q = 0`. -/
theorem cutoff_tensor_mulVec_eq_zero_iff {d : ℕ} (hd : 0 < d) {m L : ℝ} (hm : 0 < m)
    (hL : 0 < L) (g : Matrix (Fin d) (Fin d) ℝ) (hg : g.det ≠ 0) (q : Fin d → ℝ) :
    (cutoffMass d m L • g) *ᵥ q = 0 ↔ q = 0 := by
  have hC : cutoffMass d m L ≠ 0 := by
    rw [cutoffMass_eq hd hm]
    positivity
  constructor
  · intro h
    rw [Matrix.smul_mulVec] at h
    exact Matrix.eq_zero_of_mulVec_eq_zero hg ((smul_eq_zero.mp h).resolve_left hC)
  · rintro rfl
    exact Matrix.mulVec_zero _

/-- A polarization tensor that is continuous at zero momentum and transverse at every momentum
vanishes at zero momentum. -/
theorem transverse_zero_momentum {d : ℕ} (P : (Fin d → ℝ) → Matrix (Fin d) (Fin d) ℝ)
    (hP : ContinuousAt P 0) (hT : ∀ q, P q *ᵥ q = 0) : P 0 = 0 := by
  have key : ∀ v : Fin d → ℝ, P 0 *ᵥ v = 0 := by
    intro v
    have hline : Tendsto (fun t : ℝ => t • v) (𝓝 0) (𝓝 0) := by
      have hc : Continuous fun t : ℝ => t • v := by fun_prop
      simpa using hc.tendsto 0
    have hmul : Continuous fun A : Matrix (Fin d) (Fin d) ℝ => A *ᵥ v :=
      Continuous.matrix_mulVec continuous_id continuous_const
    have h1 : Tendsto (fun t : ℝ => P (t • v) *ᵥ v) (𝓝[≠] 0) (𝓝 (P 0 *ᵥ v)) :=
      ((hmul.tendsto (P 0)).comp (hP.tendsto.comp hline)).mono_left nhdsWithin_le_nhds
    -- transversality at `t v`, divided by `t`
    have h2 : Tendsto (fun t : ℝ => P (t • v) *ᵥ v) (𝓝[≠] 0) (𝓝 0) := by
      refine tendsto_const_nhds.congr' ?_
      filter_upwards [self_mem_nhdsWithin] with t ht
      have h := hT (t • v)
      rw [Matrix.mulVec_smul] at h
      exact ((smul_eq_zero.mp h).resolve_left ht).symm
    exact tendsto_nhds_unique h1 h2
  ext i j
  have h := congrFun (key (Pi.single j 1)) i
  simpa using h

/-- For `d, m, L > 0` and a nonzero metric `g`, a polarization tensor that is continuous at zero
momentum and takes there the sharp-cutoff value `C g` fails to be transverse at some momentum. -/
theorem sharp_cutoff_breaks_transversality {d : ℕ} (hd : 0 < d) {m L : ℝ} (hm : 0 < m)
    (hL : 0 < L) (g : Matrix (Fin d) (Fin d) ℝ) (hg : g ≠ 0)
    (P : (Fin d → ℝ) → Matrix (Fin d) (Fin d) ℝ) (hP : ContinuousAt P 0)
    (h0 : P 0 = cutoffMass d m L • g) : ∃ q, P q *ᵥ q ≠ 0 := by
  by_contra hno
  have hT : ∀ q, P q *ᵥ q = 0 := fun q => by
    by_contra hq
    exact hno ⟨q, hq⟩
  have hC : cutoffMass d m L ≠ 0 := by
    rw [cutoffMass_eq hd hm]
    positivity
  have hz := transverse_zero_momentum P hP hT
  rw [h0] at hz
  exact (smul_ne_zero hC hg) hz

end

end SharpCutoffPhotonMass
```

```lean
#print axioms SharpCutoffPhotonMass.cutoffMass_eq
#print axioms SharpCutoffPhotonMass.cutoffMass_growth
#print axioms SharpCutoffPhotonMass.cutoff_tensor_mulVec_eq_zero_iff
#print axioms SharpCutoffPhotonMass.sharp_cutoff_breaks_transversality
```

```
'SharpCutoffPhotonMass.cutoffMass_eq' depends on axioms: [propext, Classical.choice, Quot.sound]
'SharpCutoffPhotonMass.cutoffMass_growth' depends on axioms: [propext, Classical.choice, Quot.sound]
'SharpCutoffPhotonMass.cutoff_tensor_mulVec_eq_zero_iff' depends on axioms: [propext, Classical.choice, Quot.sound]
'SharpCutoffPhotonMass.sharp_cutoff_breaks_transversality' depends on axioms: [propext, Classical.choice, Quot.sound]
```

## The loop at zero photon momentum

The vacuum polarization Π_μν(q) describes how a fermion loop changes the propagation of a photon with momentum q. Current conservation requires it to be transverse:

Σ_ν Π_μν(q) q_ν = 0 for every q.

A term proportional to the metric that survives at q = 0 acts as a photon mass. The question is whether cutting off the loop momentum at |k| = L produces such a term.

With the Euclidean propagator (m − i k̸)/(k² + m²) and traceless γ matrices, the Dirac trace at q = 0 is proportional to

δ_μν m² − (2 k_μ k_ν − δ_μν k²) = δ_μν (k² + m²) − 2 k_μ k_ν.

Dividing by the two denominators gives the loop integrand

T_μν(k) = [δ_μν (k² + m²) − 2 k_μ k_ν]/(k² + m²)².

This is `loopTensor m k`, a real d × d matrix. The Lean definition starts from this expression, without the Dirac trace and the coupling factor. The loop momentum is a function `Fin d → ℝ`, and `k ⬝ᵥ k` is k².

The quotient rule shows that T is a total derivative:

∂_μ [k_ν/(k² + m²)] = δ_μν/(k² + m²) − 2 k_μ k_ν/(k² + m²)² = T_μν(k).

`loopTensor_total_derivative` states this as an ordinary derivative at t = 0 along the line `shift k μ t`, which moves k by t along the axis μ. Its proof expands the numerator and the denominator as polynomials in t (`hnum` and `hden`), checks that the denominator is positive at t = 0, and applies the quotient rule.

## From the tensor to a radial integral

Integrate T over the ball |k| ≤ L. Off-diagonal components vanish, because reflecting one axis changes their sign. The diagonal components are equal, because the axes can be exchanged. Each is therefore 1/d of the trace. With r² = k²,

Σ_μ T_μμ = [d(r² + m²) − 2r²]/(r² + m²)² = d a(r),

a(r) = [(1 − 2/d) r² + m²]/(r² + m²)².

The function a(r) is `isoCoeff d m r`, and `trace_loopTensor` proves the trace identity by summing the diagonal and using d · (2/d) = 2. The measure in d dimensions supplies r^(d−1) and the solid angle. Without the solid angle, the coefficient of the unit tensor is

C = ∫₀^L r^(d−1) a(r) dr,

which is `cutoffMass d m L`. The symmetry argument that reduces the ball integral to this radial one is given here in prose, while Lean takes the radial integral as the definition of C.

## The surface term and its growth

The radial integrand is again a derivative:

d/dr [r^d/(d(r² + m²))]
= r^(d−1)/(r² + m²) − 2 r^(d+1)/(d(r² + m²)²)
= r^(d−1) [(r² + m²) − 2r²/d]/(r² + m²)²
= r^(d−1) a(r).

This is `hasDerivAt_surface`. After the quotient rule, the proof writes r^d as r^(d−1) · r and clears denominators with `field_simp` and `ring`. Since d > 0, the antiderivative vanishes at r = 0, and the fundamental theorem of calculus gives

C = L^d/(d(L² + m²)).

The theorem `cutoffMass_eq` carries this out, with the continuity of the integrand supplying its integrability. For d, m, L > 0 the result is positive. This is the sign of the integral alone; the sign of a physical mass squared also depends on the omitted prefactor.

For d = 4 the factor 1 − 2/d is 1/2, so

∫₀^L k³ (k²/2 + m²)/(k² + m²)² dk = L⁴/(4(L² + m²)) > 0.

`cutoffMass_four` states both the value and the positivity for this explicit integral, after identifying its integrand with that of `cutoffMass 4 m L`.

For d ≥ 2, dividing by L^(d−2) gives

C/L^(d−2) = (1/d) · L²/(L² + m²) = (1/d) · [1 − m²/(L² + m²)] → 1/d

as L → ∞. `cutoffMass_growth` writes the dimension as n + 2, so the divisor is L^n and the limit is 1/(n + 2). The proof first takes the limit of the last expression and then transfers it to the quotient, which agrees with it for all L > 0. In four dimensions the term grows as L²/4; in two dimensions it approaches the constant 1/2. In one dimension, the closed form shows that it decays as 1/L.

## The conflict with current conservation

Let g be a metric, represented by a real d × d matrix. If C g q = 0, then C ≠ 0 gives g q = 0, and invertibility gives q = 0. This is `cutoff_tensor_mulVec_eq_zero_iff`, where invertibility is the hypothesis `g.det ≠ 0` and `*ᵥ` is the matrix acting on a vector. The constant tensor C g thus fails transversality at every nonzero momentum.

The full polarization tensor also depends on q, and its other terms might be expected to repair this. They cannot if the tensor is continuous at q = 0. Suppose Π(q) q = 0 for every q. Choose a vector v and set q = t v with t ≠ 0. Then

t Π(t v) v = 0, hence Π(t v) v = 0.

As t → 0, continuity gives Π(0) v = 0. Since v was arbitrary, Π(0) = 0.

In `transverse_zero_momentum` the tensor Π is called `P`. The proof computes the limit of Π(t v) v over nonzero t in two ways: `h1` uses continuity, and `h2` uses transversality divided by t. Uniqueness of limits equates the results, and taking v to be each basis vector shows that every matrix entry is zero.

Some regularity at q = 0 is needed. The tensor C(δ_μν − q_μ q_ν/q²) for q ≠ 0, with the value C δ_μν at q = 0, is transverse everywhere and nonzero at the origin. Physically, continuity stands for the absence of such a massless pole. In the Euclidean loop with m > 0, the fermion denominators stay at or above m², so no such pole arises at finite cutoff.

The last theorem, `sharp_cutoff_breaks_transversality`, combines the two parts. It assumes that `P` is continuous at zero and that `P 0 = cutoffMass d m L • g`, with d, m, L > 0 and g ≠ 0. If `P` were transverse everywhere, `P 0` would vanish; but C and g are both nonzero. Hence some q has Π(q) q ≠ 0, and this q is itself nonzero, because any matrix annihilates the zero vector. The theorem gives no location for q and no size for the violation.

Here g need only be nonzero, so the solid angle, the coupling and the Dirac trace factor can be absorbed into it. For the Euclidean loop, g is then a nonzero multiple of the unit matrix.

For one-loop QED with a massive fermion and a sharp cutoff on the Euclidean loop momentum, the practical consequence is that transversality requires at least a counterterm that cancels the mass term. A regularization that respects gauge invariance avoids the term from the start.
